# The glide lines of the plane group pg form two inequivalent families

Take the glide $(x,y)\mapsto(x+\tfrac12,-y)$, whose glide line is $y=0$, and conjugate it by the lattice translation $(0,1)$. Undoing the translation, gliding and translating again gives

$$(x,y)\mapsto(x,y-1)\mapsto(x+\tfrac12,-y+1)\mapsto(x+\tfrac12,-y+2).$$

The glide line has moved to $y=1$. The reflection has doubled the translation's effect on the constant term, so the glide with constant term $1$, whose line is $y=\tfrac12$, has been skipped. No other element of the group reaches it either.

```lean
import Mathlib

open Set

namespace GlideLineConjugacy

noncomputable section
```

## Motions, group and lines

Coordinates are fractions of the edges of a rectangular cell. Motions are permutations of $\mathbb R\times\mathbb R$, and in a product the right factor acts first. Write $T_{u,v}$ for the translation by a real vector $(u,v)$.

```lean
/-- The translation of the plane by the vector `(u, v)`. -/
def shift (u v : ℝ) : Equiv.Perm (ℝ × ℝ) where
  toFun p := (p.1 + u, p.2 + v)
  invFun p := (p.1 - u, p.2 - v)
  left_inv p := Prod.ext (by show p.1 + u - u = p.1; ring) (by show p.2 + v - v = p.2; ring)
  right_inv p := Prod.ext (by show p.1 - u + u = p.1; ring) (by show p.2 - v + v = p.2; ring)
```

For integers $a,b$, let $g_{a,b}(x,y)=(x+a+\tfrac12,-y+b)$. Its inverse is $(x,y)\mapsto(x-a-\tfrac12,-y+b)$.

```lean
/-- The glide reflection `(x, y) ↦ (x + a + 1/2, -y + b)` with integer labels `a` and `b`. -/
def glide (a b : ℤ) : Equiv.Perm (ℝ × ℝ) where
  toFun p := (p.1 + a + 1 / 2, -p.2 + b)
  invFun p := (p.1 - a - 1 / 2, -p.2 + b)
  left_inv p := Prod.ext (by show p.1 + a + 1 / 2 - a - 1 / 2 = p.1; ring)
    (by show -(-p.2 + b) + b = p.2; ring)
  right_inv p := Prod.ext (by show p.1 - a - 1 / 2 + a + 1 / 2 = p.1; ring)
    (by show -(-p.2 + b) + b = p.2; ring)
```

The group $G$ is the smallest subgroup containing $g_{0,0}$ and all integer translations.

```lean
/-- The plane group generated by the integer translations and the glide
`(x, y) ↦ (x + 1/2, -y)`. -/
def planeGroup : Subgroup (Equiv.Perm (ℝ × ℝ)) :=
  Subgroup.closure (insert (glide 0 0) {g | ∃ m n : ℤ, g = shift m n})
```

Let $L_s$ be the line $y=s$, with $s$ real. A glide line is taken to be a horizontal line that a glide maps onto itself.

```lean
/-- The horizontal line at height `s`. -/
def horizontalLine (s : ℝ) : Set (ℝ × ℝ) := {p | p.2 = s}
```

## The elements of the group

Integer translations and glides with integer labels are closed under multiplication:

$$\begin{aligned}
T_{m,n}T_{k,l}&=T_{m+k,\,n+l}, & T_{m,n}g_{k,l}&=g_{m+k,\,l+n},\\
g_{m,n}T_{k,l}&=g_{m+k,\,n-l}, & g_{m,n}g_{k,l}&=T_{m+k+1,\,n-l}.
\end{aligned}$$

The inverses are $T_{-m,-n}$ and $g_{-m-1,n}$. Hence $G$ contains nothing else, and it contains every glide because $g_{m,n}=T_{m,n}g_{0,0}$. The proof is an induction over the closure, with one case for each entry of this table.

```lean
/-- The plane group consists exactly of the integer translations and the glides with
integer labels. -/
theorem mem_planeGroup_iff (g : Equiv.Perm (ℝ × ℝ)) :
    g ∈ planeGroup ↔ ∃ m n : ℤ, g = shift m n ∨ g = glide m n := by
  constructor
  · intro hg
    unfold planeGroup at hg
    induction hg using Subgroup.closure_induction with
    | mem x hx =>
      rcases hx with rfl | ⟨m, n, rfl⟩
      · exact ⟨0, 0, Or.inr rfl⟩
      · exact ⟨m, n, Or.inl rfl⟩
    | one =>
      refine ⟨0, 0, Or.inl (Equiv.ext fun p => Prod.ext ?_ ?_)⟩ <;>
        simp [shift]
    | mul x y _ _ hx hy =>
      -- the composition table of translations and glides
      obtain ⟨m, n, rfl | rfl⟩ := hx <;> obtain ⟨k, l, rfl | rfl⟩ := hy
      · refine ⟨m + k, n + l, Or.inl (Equiv.ext fun p => Prod.ext ?_ ?_)⟩ <;>
          simp only [Equiv.Perm.mul_apply, shift, Equiv.coe_fn_mk] <;> push_cast <;> ring
      · refine ⟨m + k, l + n, Or.inr (Equiv.ext fun p => Prod.ext ?_ ?_)⟩ <;>
          simp only [Equiv.Perm.mul_apply, shift, glide, Equiv.coe_fn_mk] <;> push_cast <;> ring
      · refine ⟨m + k, n - l, Or.inr (Equiv.ext fun p => Prod.ext ?_ ?_)⟩ <;>
          simp only [Equiv.Perm.mul_apply, shift, glide, Equiv.coe_fn_mk] <;> push_cast <;> ring
      · refine ⟨m + k + 1, n - l, Or.inl (Equiv.ext fun p => Prod.ext ?_ ?_)⟩ <;>
          simp only [Equiv.Perm.mul_apply, shift, glide, Equiv.coe_fn_mk] <;> push_cast <;> ring
    | inv x _ hx =>
      obtain ⟨m, n, rfl | rfl⟩ := hx
      · refine ⟨-m, -n, Or.inl (inv_eq_of_mul_eq_one_right
          (Equiv.ext fun p => Prod.ext ?_ ?_))⟩ <;>
          simp only [Equiv.Perm.mul_apply, Equiv.Perm.one_apply, shift, Equiv.coe_fn_mk] <;>
          push_cast <;> ring
      · refine ⟨-m - 1, n, Or.inr (inv_eq_of_mul_eq_one_right
          (Equiv.ext fun p => Prod.ext ?_ ?_))⟩ <;>
          simp only [Equiv.Perm.mul_apply, Equiv.Perm.one_apply, glide, Equiv.coe_fn_mk] <;>
          push_cast <;> ring
  · rintro ⟨m, n, rfl | rfl⟩
    · exact Subgroup.subset_closure (Set.mem_insert_of_mem _ ⟨m, n, rfl⟩)
    · -- every glide is the generating glide followed by a lattice translation
      have e : glide m n = shift m n * glide 0 0 := by
        refine Equiv.ext fun p => Prod.ext ?_ ?_ <;>
          simp only [Equiv.Perm.mul_apply, shift, glide, Equiv.coe_fn_mk] <;> push_cast <;> ring
      rw [e]
      exact planeGroup.mul_mem
        (Subgroup.subset_closure (Set.mem_insert_of_mem _ ⟨m, n, rfl⟩))
        (Subgroup.subset_closure (Set.mem_insert _ _))
```

## Conjugating a glide

For a translation,

$$T_{u,v}\,g_{a,b}\,T_{u,v}^{-1}(x,y)=(x+a+\tfrac12,\,-y+b+2v).$$

If $2v=k$ is an integer, the result is $g_{a,b+k}$. The vector itself need not be a lattice vector. Lean moves the inverse to the other side and compares coordinates.

```lean
/-- Conjugating a glide by a translation with vertical component `v = k/2` raises its
vertical label by `k` and keeps its horizontal label. -/
theorem shift_conj_glide (u v : ℝ) (k a b : ℤ) (hv : 2 * v = k) :
    shift u v * glide a b * (shift u v)⁻¹ = glide a (b + k) := by
  rw [mul_inv_eq_iff_eq_mul]
  refine Equiv.ext fun p => Prod.ext ?_ ?_ <;>
    simp only [Equiv.Perm.mul_apply, shift, glide, Equiv.coe_fn_mk] <;> push_cast <;> linarith
```

For a glide, $g_{m,n}^{-1}$ sends $(x,y)$ to $(x-m-\tfrac12,-y+n)$, then $g_{a,b}$ gives $(x-m+a,\,y-n+b)$, and $g_{m,n}$ gives $(x+a+\tfrac12,\,-y+2n-b)$. So $b$ becomes $2n-b$.

```lean
/-- Conjugating a glide by a glide with vertical label `n` changes its vertical label from
`b` to `2n - b` and keeps its horizontal label. -/
theorem glide_conj_glide (m n a b : ℤ) :
    glide m n * glide a b * (glide m n)⁻¹ = glide a (2 * n - b) := by
  rw [mul_inv_eq_iff_eq_mul]
  refine Equiv.ext fun p => Prod.ext ?_ ?_ <;>
    simp only [Equiv.Perm.mul_apply, glide, Equiv.coe_fn_mk] <;> push_cast <;> ring
```

The labels can be read off from the image of the origin, $(a+\tfrac12,b)$, so equal glides have equal labels.

```lean
/-- Equal glides have equal labels. -/
theorem glide_labels_unique {a b c d : ℤ} (h : glide a b = glide c d) : a = c ∧ b = d := by
  -- compare the images of the origin
  have h1 : (0 : ℝ) + a + 1 / 2 = 0 + c + 1 / 2 :=
    congrArg (fun g : Equiv.Perm (ℝ × ℝ) => (g (0, 0)).1) h
  have h2 : -(0 : ℝ) + b = -0 + d :=
    congrArg (fun g : Equiv.Perm (ℝ × ℝ) => (g (0, 0)).2) h
  have h3 : (a : ℝ) = c := by linarith
  have h4 : (b : ℝ) = d := by linarith
  exact ⟨by exact_mod_cast h3, by exact_mod_cast h4⟩
```

Suppose $h\in G$ conjugates $g_{a,b}$ to $g_{c,d}$. Then $a=c$. If $h=T_{m,n}$, then $d=b+2n$ and $b-d=-2n$; if $h=g_{m,n}$, then $d=2n-b$ and $b-d=2(b-n)$. Both differences are even. Conversely, if $a=c$ and $b-d=2k$, then $T_{0,-k}$ conjugates one glide to the other. The conjugating element is required to lie in `planeGroup`.

```lean
/-- Two glides are conjugate in the plane group if and only if their horizontal labels agree
and their vertical labels differ by an even integer. -/
theorem glides_conjugate_iff (a b c d : ℤ) :
    (∃ h ∈ planeGroup, h * glide a b * h⁻¹ = glide c d) ↔ a = c ∧ Even (b - d) := by
  constructor
  · rintro ⟨h, hh, e⟩
    obtain ⟨m, n, rfl | rfl⟩ := (mem_planeGroup_iff h).1 hh
    · rw [shift_conj_glide m n (2 * n) a b (by simp)] at e
      obtain ⟨h1, h2⟩ := glide_labels_unique e
      exact ⟨h1, -n, by omega⟩
    · rw [glide_conj_glide] at e
      obtain ⟨h1, h2⟩ := glide_labels_unique e
      exact ⟨h1, b - n, by omega⟩
  · rintro ⟨rfl, k, hk⟩
    -- a vertical lattice translation does the job
    refine ⟨shift ((0 : ℤ) : ℝ) ((-k : ℤ) : ℝ),
      (mem_planeGroup_iff _).2 ⟨0, -k, Or.inl rfl⟩, ?_⟩
    rw [shift_conj_glide _ _ (2 * (-k)) a b (by simp), show b + 2 * (-k) = d by omega]
```

## From glides to lines

A translation sends $y=s$ to $y=s+v$, and a glide sends it to $y=b-s$. The inverse motion supplies a preimage for each point of the new line.

```lean
/-- A translation by `(u, v)` carries the horizontal line at height `s` to height `s + v`, and
a glide with vertical label `b` carries it to height `b - s`. -/
theorem image_horizontalLine (s : ℝ) :
    (∀ u v : ℝ, shift u v '' horizontalLine s = horizontalLine (s + v)) ∧
    (∀ a b : ℤ, glide a b '' horizontalLine s = horizontalLine (b - s)) := by
  refine ⟨fun u v => Set.ext fun p => ⟨?_, fun hp => ?_⟩,
    fun a b => Set.ext fun p => ⟨?_, fun hp => ?_⟩⟩
  · rintro ⟨q, hq, rfl⟩
    change q.2 = s at hq
    change q.2 + v = s + v
    rw [hq]
  · change p.2 = s + v at hp
    exact ⟨(p.1 - u, p.2 - v), by change p.2 - v = s; linarith,
      (shift u v).apply_symm_apply p⟩
  · rintro ⟨q, hq, rfl⟩
    change q.2 = s at hq
    change -q.2 + b = b - s
    linarith
  · change p.2 = b - s at hp
    exact ⟨(p.1 - a - 1 / 2, -p.2 + b), by change -p.2 + b = s; linarith,
      (glide a b).apply_symm_apply p⟩
```

Lines with different heights are different sets, as the point $(0,s)$ shows.

```lean
/-- Equal horizontal lines have equal heights. -/
theorem height_unique {s t : ℝ} (h : horizontalLine s = horizontalLine t) : s = t :=
  (Set.ext_iff.1 h ((0 : ℝ), s)).1 (show ((0 : ℝ), s).2 = s from rfl)
```

So $g_{a,b}$ preserves $L_s$ exactly when $b-s=s$, that is, $s=b/2$.

```lean
/-- A glide with vertical label `b` maps a horizontal line onto itself if and only if the line
has height `b/2`. -/
theorem glide_line_iff (a b : ℤ) (s : ℝ) :
    glide a b '' horizontalLine s = horizontalLine s ↔ s = b / 2 := by
  rw [(image_horizontalLine s).2]
  constructor
  · intro h
    have := height_unique h
    linarith
  · intro h
    exact congrArg horizontalLine (by linarith)
```

Now let an element of $G$ carry $L_{j/2}$ to $L_{k/2}$, with $j,k$ integers and the halves taken as real numbers. A translation gives $j/2+n=k/2$, so $j-k=-2n$; a glide gives $n-j/2=k/2$, so $j-k=2(j-n)$. Conversely, if $j-k=2r$, then $T_{0,-r}$ carries the first line to the second. The two families are the lines at integer heights and those midway between them.

```lean
/-- The lines at heights `j/2` and `k/2` are carried into one another by the plane group if and
only if `j - k` is even. -/
theorem glide_lines_equivalent_iff (j k : ℤ) :
    (∃ h ∈ planeGroup, h '' horizontalLine (j / 2) = horizontalLine (k / 2)) ↔
      Even (j - k) := by
  constructor
  · rintro ⟨h, hh, e⟩
    obtain ⟨m, n, rfl | rfl⟩ := (mem_planeGroup_iff h).1 hh
    · rw [(image_horizontalLine _).1] at e
      have h1 := height_unique e
      have h2 : (j : ℝ) + 2 * n = k := by linarith
      have h3 : j + 2 * n = k := by exact_mod_cast h2
      exact ⟨-n, by omega⟩
    · rw [(image_horizontalLine _).2] at e
      have h1 := height_unique e
      have h2 : 2 * (n : ℝ) = k + j := by linarith
      have h3 : 2 * n = k + j := by exact_mod_cast h2
      exact ⟨j - n, by omega⟩
  · rintro ⟨r, hr⟩
    have hr' : (j : ℝ) - k = r + r := by exact_mod_cast hr
    refine ⟨shift ((0 : ℤ) : ℝ) ((-r : ℤ) : ℝ),
      (mem_planeGroup_iff _).2 ⟨0, -r, Or.inl rfl⟩, ?_⟩
    rw [(image_horizontalLine _).1]
    exact congrArg horizontalLine (by push_cast; linarith)
```

In an ideal two-dimensional crystal with pg symmetry, the electron densities along $y=0$ and $y=\tfrac12$ are therefore not related by any operation of the group.

## Half a cell along y

The translation $T_{0,1/2}$ has $2v=1$, so it sends $g_{a,b}$ to $g_{a,b+1}$ and exchanges the parities. If it belonged to $G$, labels $0$ and $1$ would be conjugate, contradicting the criterion. Which family is called even thus depends on the choice of origin.

```lean
/-- The translation by half a cell along `y` is not in the plane group, and conjugation by it
raises the vertical label of every glide by one. -/
theorem half_shift_exchanges_classes :
    shift 0 (1 / 2) ∉ planeGroup ∧
    ∀ a b : ℤ, shift 0 (1 / 2) * glide a b * (shift 0 (1 / 2))⁻¹ = glide a (b + 1) := by
  have key : ∀ a b : ℤ,
      shift 0 (1 / 2) * glide a b * (shift 0 (1 / 2))⁻¹ = glide a (b + 1) :=
    fun a b => shift_conj_glide 0 (1 / 2) 1 a b (by norm_num)
  refine ⟨fun h => ?_, key⟩
  -- membership would make labels of opposite parity conjugate
  obtain ⟨_, r, hr⟩ := (glides_conjugate_iff 0 0 0 (0 + 1)).1 ⟨_, h, key 0 0⟩
  omega

end

end GlideLineConjugacy
```

```lean
#print axioms GlideLineConjugacy.glide_line_iff
#print axioms GlideLineConjugacy.glide_lines_equivalent_iff
#print axioms GlideLineConjugacy.half_shift_exchanges_classes
```

```
'GlideLineConjugacy.glide_line_iff' depends on axioms: [propext, Classical.choice, Quot.sound]
'GlideLineConjugacy.glide_lines_equivalent_iff' depends on axioms: [propext, Classical.choice, Quot.sound]
'GlideLineConjugacy.half_shift_exchanges_classes' depends on axioms: [propext, Classical.choice, Quot.sound]
```

Another model would store each motion as a Seitz pair of a matrix and a translation vector. Uniqueness of labels would then follow by comparing vectors, but the action on points, and with it the images of lines, would need a separate definition.
